# Image energy above a dielectric film on a metal: between the values for a metal and for a bulk dielectric at the same height

To estimate the vertical ionisation energy (all nuclei fixed) of a molecule in vacuum above an oxide-covered metal, one can compute that of the isolated molecule and add the image energy U of the resulting cation. Since U is negative, the ionisation energy falls. The bounds below limit this correction when the cation is treated as a point charge, the oxide as a uniform linear dielectric and the metal as a perfect conductor.

## From one surface wave to the energy

Let a unit charge (Gaussian units) sit in vacuum at height z > 0 above a film of thickness d > 0 and permittivity ε > 1. The coordinate normal to the surface is x, with the film's outer face at x = 0 and the metal at x = -d. Write

b = (ε - 1)/(ε + 1), t = exp(-2qd),

where q > 0 is the wavenumber along the surface. Then 0 < b < 1 and 0 < t < 1. The claim is

-1/(4z) < U < -b/(4z),

with U strictly increasing in d at fixed z. The lower value belongs to a metal whose surface is at x = 0, the upper one to a dielectric filling x < 0.

At lateral distance ρ, the bare potential is the integral over q > 0 of J₀(qρ) exp(-q|x - z|), where J₀ is the Bessel function. Between film and charge, each component is exp(-qz) exp(qx). The surface adds -R exp(-qz) exp(-qx), which defines the reflection factor R. At the charge, the added potential is minus the integral of exp(-2qz) R. It is proportional to the charge, so building up the charge gives a factor 1/2:

U = -(1/2) ∫ exp(-2qz) R dq, over q > 0.

Divide all waves by the common factor exp(-qz). In the film the wave is then A exp(qx) + B exp(-qx). Vanishing at the metal gives B = -tA. Continuity of the potential and of the ε-weighted derivative at x = 0 gives

1 - R = A(1 - t), 1 + R = εA(1 + t).

Eliminating A,

ε(1 + t)(1 - R) = (1 - t)(1 + R), so R = (b + t)/(1 + bt).

This can be rewritten in two ways:

R = b + (1 - b²)t/(1 + bt), 1 - R = (1 - b)(1 - t)/(1 + bt).

Because 1 < 1 + bt < 1 + b,

b + (1 - b)t < R < b + (1 - b²)t, and R < 1.

The integral of exp(-2qs) over q > 0 is 1/(2s) for s > 0. Taking s = z and s = z + d yields

-b/(4z) - (1 - b²)/(4(z + d)) < U < -b/(4z) - (1 - b)/(4(z + d)).

The right-hand inequality implies U < -b/(4z), and R < 1 gives U > -1/(4z). For thicknesses d₁ < d₂ we have t₁ > t₂, and

R₁ - R₂ = (1 - b²)(t₁ - t₂)/((1 + bt₁)(1 + bt₂)) > 0.

Hence U is larger, and the attraction weaker, for the thicker film.

## A cation above a film with ε = 3

For vertical ionisation, ε is the film's electronic permittivity, without the response of its ions. Take z = 10 bohr and d = 40 bohr; ε = 3 gives b = 0.5. The simple limits are -0.025 and -0.0125 hartree. The closer bounds are

-0.0125 - 0.75/200 = -0.01625, -0.0125 - 0.50/200 = -0.01500.

If the isolated molecule has a vertical ionisation energy of 0.3000 hartree, the corrected value lies between 0.28375 and 0.28500 hartree.

## The film and its image energy in Lean

```lean
import Mathlib

open MeasureTheory Set Filter Topology
open Real (exp)

namespace OxideFilmImage

noncomputable section
```

The number b is `contrast ε`. The constant ε stands for the film's linear, isotropic response on the time scale of interest.

```lean
/-- Dielectric contrast `b = (ε - 1)/(ε + 1)` of film and vacuum, for `ε ≠ -1`. -/
def contrast (ε : ℝ) : ℝ := (ε - 1) / (ε + 1)
```

A `mode` is the dependence of one surface wave on x. The letter z is kept for the height of the charge, although many texts use it for the normal coordinate.

```lean
/-- Electrostatic mode of wavenumber `q` along the surface, as a function of the height `x`, with
growing amplitude `A` and decaying amplitude `B` when `q > 0`. -/
def mode (A B q x : ℝ) : ℝ := A * exp (q * x) + B * exp (-(q * x))
```

With the sign chosen here, a perfect conductor has R = +1; some texts give the reflected potential the opposite sign convention.

```lean
/-- Reflection factor of a film of permittivity `ε` and thickness `d` on a metal, at wavenumber
`q`; its domain is `ε ≠ -1` and `1 + b exp (-2qd) ≠ 0`. -/
def reflection (ε d q : ℝ) : ℝ :=
  (contrast ε + exp (-2 * q * d)) / (1 + contrast ε * exp (-2 * q * d))
```

`Ioi 0` is the range q > 0. The energy enters as a definition: the step from a point charge to this integral, through the Bessel expansion and the factor 1/2, is the physical argument given above.

```lean
/-- Image energy of a unit charge at height `z` above the film, in Gaussian units,
for `ε > 1`, `d > 0` and `z > 0`. -/
def imageEnergy (ε d z : ℝ) : ℝ :=
  -(1 / 2) * ∫ q in Ioi (0 : ℝ), exp (-2 * q * z) * reflection ε d q
```

The model has sharp interfaces and a local response, so it is unsuited to charges within atomic distances of the surface.

## Matching and bounds for each wavenumber

```lean
/-- For `ε > 1` the dielectric contrast lies strictly between 0 and 1. -/
theorem contrast_bounds {ε : ℝ} (hε : 1 < ε) : 0 < contrast ε ∧ contrast ε < 1 := by
  have h : 0 < ε + 1 := by linarith
  exact ⟨div_pos (by linarith) h, (div_lt_one h).2 (by linarith)⟩
```

The next theorem derives R from the boundary conditions. Film amplitudes A and B satisfying all three conditions exist exactly when R is `reflection ε d q`. The incident wave has amplitude 1, which suffices by linearity.

The proof first computes the values and derivatives of the modes, then names the exponential t. In one direction it substitutes B = -tA and eliminates A with `linear_combination`; in the other it constructs A = (1 + R)/(ε(1 + t)).

```lean
/-- Let `ε > 1` and `q > 0`. A film mode that vanishes at the metal `x = -d` and matches the
vacuum mode `exp (qx) - R exp (-qx)` at `x = 0`, in potential and in `ε`-weighted derivative,
exists exactly when `R` is the reflection factor. -/
theorem matching_iff {ε q : ℝ} (hε : 1 < ε) (hq : 0 < q) (d R : ℝ) :
    (∃ A B : ℝ, mode A B q (-d) = 0 ∧ mode 1 (-R) q 0 = mode A B q 0 ∧
      deriv (mode 1 (-R) q) 0 = ε * deriv (mode A B q) 0) ↔ R = reflection ε d q := by
  have hder : ∀ A B : ℝ, deriv (mode A B q) 0 = q * (A - B) := by
    intro A B
    have h1 : HasDerivAt (fun x : ℝ => q * x) q 0 :=
      ((hasDerivAt_id' (0 : ℝ)).const_mul q).congr_deriv (mul_one q)
    have h := (h1.exp.const_mul A).fun_add (h1.fun_neg.exp.const_mul B)
    have h2 : HasDerivAt (mode A B q) (q * (A - B)) 0 := by
      refine HasDerivAt.congr_deriv (f := mode A B q) h ?_
      simp only [mul_zero, neg_zero, Real.exp_zero]
      ring
    exact h2.deriv
  have hzero : ∀ A B : ℝ, mode A B q 0 = A + B := by
    intro A B
    simp [mode]
  have hmetal : ∀ A B : ℝ, mode A B q (-d) = exp (q * d) * (A * exp (-2 * q * d) + B) := by
    intro A B
    have e1 : exp (q * -d) = exp (q * d) * exp (-2 * q * d) := by
      rw [← Real.exp_add]
      congr 1
      ring
    have e2 : -(q * -d) = q * d := by ring
    unfold mode
    rw [e1, e2]
    ring
  have hε1 : ε + 1 ≠ 0 := by linarith
  have hb : contrast ε * (ε + 1) = ε - 1 := by
    unfold contrast
    field_simp
  have hb0 := (contrast_bounds hε).1
  have ht := Real.exp_pos (-2 * q * d)
  simp only [hmetal, hzero, hder, reflection]
  generalize exp (-2 * q * d) = t at ht ⊢
  generalize contrast ε = b at hb hb0 ⊢
  have hden : 1 + b * t ≠ 0 := by positivity
  rw [eq_div_iff hden]
  constructor
  · rintro ⟨A, B, h0, h1, h2⟩
    have h0' : A * t + B = 0 := (mul_eq_zero.1 h0).resolve_left (Real.exp_pos _).ne'
    have hB : B = -(t * A) := by linear_combination h0'
    subst hB
    have h3 : 1 + R = ε * (A + t * A) :=
      mul_left_cancel₀ hq.ne' (by linear_combination h2)
    apply mul_left_cancel₀ hε1
    linear_combination (1 - t) * h3 - ε * (1 + t) * h1 + (R * t - 1) * hb
  · intro hR
    have hε0 : 0 < ε := by linarith
    have hne : ε * (1 + t) ≠ 0 := by positivity
    obtain ⟨A, hA⟩ : ∃ A : ℝ, ε * (1 + t) * A = 1 + R :=
      ⟨(1 + R) / (ε * (1 + t)), mul_div_cancel₀ _ hne⟩
    refine ⟨A, -(t * A), ?_, ?_, ?_⟩
    · ring
    · apply mul_left_cancel₀ hne
      linear_combination -(ε + 1) * hR + (R * t - 1) * hb - (1 - t) * hA
    · linear_combination -q * hA
```

The bounds on R follow by multiplying through by the positive denominator 1 + bt. The products `h1`, `h2` and `h3` are the differences that must be positive.

```lean
/-- For `ε > 1`, `d > 0`, `q > 0` the reflection factor lies strictly between `b + (1 - b) t` and
`b + (1 - b²) t`, with `t = exp (-2qd)`, and is below the value 1. -/
theorem reflection_bounds {ε d q : ℝ} (hε : 1 < ε) (hd : 0 < d) (hq : 0 < q) :
    contrast ε + (1 - contrast ε) * exp (-2 * q * d) < reflection ε d q ∧
    reflection ε d q < contrast ε + (1 - contrast ε ^ 2) * exp (-2 * q * d) ∧
    reflection ε d q < 1 := by
  obtain ⟨hb0, hb1⟩ := contrast_bounds hε
  have ht0 := Real.exp_pos (-2 * q * d)
  have ht1 : exp (-2 * q * d) < 1 := Real.exp_lt_one_iff.2 (by nlinarith [mul_pos hq hd])
  unfold reflection
  generalize exp (-2 * q * d) = t at ht0 ht1 ⊢
  generalize contrast ε = b at hb0 hb1 ⊢
  have hden : 0 < 1 + b * t := by positivity
  have h1 : 0 < (1 - b) * (1 - t) := mul_pos (by linarith) (by linarith)
  have h2 : 0 < b * t * ((1 - b) * (1 - t)) := by positivity
  have h3 : 0 < b * t ^ 2 * ((1 - b) * (1 + b)) :=
    mul_pos (by positivity) (mul_pos (by linarith) (by linarith))
  refine ⟨(lt_div_iff₀ hden).2 ?_, (div_lt_iff₀ hden).2 ?_, (div_lt_one hden).2 ?_⟩
  · linarith
  · linarith
  · linarith
```

## Integrating over wavenumbers

The kernel is split into two exponentials in q with decay rates 2z and 2(z + d), each integrated by rescaling q.

```lean
/-- For `z, d > 0` the kernel `exp (-2qz) (a + c exp (-2qd))` is integrable over `q > 0`, with
integral `a/(2z) + c/(2(z + d))`. -/
theorem kernel_integral {z d : ℝ} (hz : 0 < z) (hd : 0 < d) (a c : ℝ) :
    IntegrableOn (fun q : ℝ => exp (-2 * q * z) * (a + c * exp (-2 * q * d))) (Ioi 0) ∧
    ∫ q in Ioi (0 : ℝ), exp (-2 * q * z) * (a + c * exp (-2 * q * d)) =
      a / (2 * z) + c / (2 * (z + d)) := by
  have I : ∀ s : ℝ, 0 < s → IntegrableOn (fun q : ℝ => exp (-2 * q * s)) (Ioi 0) := by
    intro s hs
    have h := exp_neg_integrableOn_Ioi 0 (b := 2 * s) (by positivity)
    refine h.congr_fun (fun q _ => ?_) measurableSet_Ioi
    show exp (-(2 * s) * q) = exp (-2 * q * s)
    congr 1
    ring
  have V : ∀ s : ℝ, 0 < s → ∫ q in Ioi (0 : ℝ), exp (-2 * q * s) = (2 * s)⁻¹ := by
    intro s hs
    have h := integral_comp_mul_left_Ioi (fun x : ℝ => exp (-x)) 0 (b := 2 * s) (by positivity)
    simp only [mul_zero, integral_exp_neg_Ioi_zero, smul_eq_mul, mul_one] at h
    refine Eq.trans (setIntegral_congr_fun measurableSet_Ioi fun q _ => ?_) h
    show exp (-2 * q * s) = exp (-(2 * s * q))
    congr 1
    ring
  have e : (fun q : ℝ => exp (-2 * q * z) * (a + c * exp (-2 * q * d))) =
      fun q : ℝ => a * exp (-2 * q * z) + c * exp (-2 * q * (z + d)) := by
    funext q
    have h : exp (-2 * q * (z + d)) = exp (-2 * q * z) * exp (-2 * q * d) := by
      rw [← Real.exp_add]
      congr 1
      ring
    rw [h]
    ring
  have i1 := Integrable.const_mul (I z hz) a
  have i2 := Integrable.const_mul (I (z + d) (add_pos hz hd)) c
  rw [e]
  refine ⟨i1.add i2, ?_⟩
  rw [integral_add i1 i2, integral_const_mul, integral_const_mul, V z hz,
    V (z + d) (add_pos hz hd), div_eq_mul_inv, div_eq_mul_inv]
```

A strict inequality at every q survives integration because the difference is positive on a set of positive measure.

```lean
/-- If one integrable spectrum lies strictly below another at every `q > 0`, so do the
integrals. -/
theorem integral_strict_lt {f g : ℝ → ℝ} (hf : IntegrableOn f (Ioi 0))
    (hg : IntegrableOn g (Ioi 0)) (h : ∀ q, 0 < q → f q < g q) :
    ∫ q in Ioi (0 : ℝ), f q < ∫ q in Ioi (0 : ℝ), g q := by
  have hpos : 0 < ∫ q in Ioi (0 : ℝ), (g q - f q) := by
    refine (setIntegral_pos_iff_support_of_nonneg_ae ?_ (hg.sub hf)).2 ?_
    · filter_upwards [ae_restrict_mem measurableSet_Ioi] with q hq
      show (0 : ℝ) ≤ g q - f q
      exact sub_nonneg.2 (h q hq).le
    · have h0 : (0 : ENNReal) < volume (Ioi (0 : ℝ)) := by simp
      exact lt_of_lt_of_le h0
        (measure_mono fun q hq => ⟨(sub_pos.2 (h q hq)).ne', hq⟩)
  rw [integral_sub hg hf] at hpos
  linarith
```

Integrability of the actual integrand follows from 0 ≤ R ≤ 1, with exp(-2qz) as the dominating function.

```lean
/-- For `ε > 1` and `d, z > 0` the integrand of the image energy is integrable. -/
theorem integrable_reflection {ε d z : ℝ} (hε : 1 < ε) (hd : 0 < d) (hz : 0 < z) :
    IntegrableOn (fun q : ℝ => exp (-2 * q * z) * reflection ε d q) (Ioi 0) := by
  refine Integrable.mono' (kernel_integral hz hd 1 0).1 ?_ ?_
  · have hm : Measurable (fun q : ℝ => exp (-2 * q * z) * reflection ε d q) := by
      unfold reflection
      fun_prop
    exact hm.aestronglyMeasurable
  · filter_upwards [ae_restrict_mem measurableSet_Ioi] with q hq
    obtain ⟨h1, -, h3⟩ := reflection_bounds hε hd hq
    obtain ⟨hb0, hb1⟩ := contrast_bounds hε
    have h4 := mul_pos (sub_pos.2 hb1) (Real.exp_pos (-2 * q * d))
    have hR : 0 ≤ reflection ε d q := by linarith
    rw [Real.norm_of_nonneg (mul_nonneg (Real.exp_pos _).le hR)]
    exact mul_le_mul_of_nonneg_left (by linarith) (Real.exp_pos _).le
```

Integrating the two bounds on R and multiplying by -1/2, which reverses the inequalities, gives the closer bounds on U.

```lean
/-- For `ε > 1` and `d, z > 0` the image energy differs from `-b/(4z)` by a negative term whose
size lies strictly between `(1 - b)/(4(z + d))` and `(1 - b²)/(4(z + d))`. -/
theorem imageEnergy_bounds {ε d z : ℝ} (hε : 1 < ε) (hd : 0 < d) (hz : 0 < z) :
    -(contrast ε / (4 * z)) - (1 - contrast ε ^ 2) / (4 * (z + d)) < imageEnergy ε d z ∧
    imageEnergy ε d z < -(contrast ε / (4 * z)) - (1 - contrast ε) / (4 * (z + d)) := by
  have hi := integrable_reflection hε hd hz
  have k1 := kernel_integral hz hd (contrast ε) (1 - contrast ε)
  have k2 := kernel_integral hz hd (contrast ε) (1 - contrast ε ^ 2)
  have L1 := integral_strict_lt k1.1 hi fun q hq =>
    mul_lt_mul_of_pos_left (reflection_bounds hε hd hq).1 (Real.exp_pos _)
  have L2 := integral_strict_lt hi k2.1 fun q hq =>
    mul_lt_mul_of_pos_left (reflection_bounds hε hd hq).2.1 (Real.exp_pos _)
  rw [k1.2] at L1
  rw [k2.2] at L2
  have e : ∀ a s : ℝ, a / (4 * s) = a / (2 * s) / 2 := by
    intro a s
    ring
  unfold imageEnergy
  rw [e (contrast ε) z, e (1 - contrast ε ^ 2) (z + d), e (1 - contrast ε) (z + d)]
  constructor <;> linarith
```

## Bounds, monotonicity and limits

The main theorem holds for every ε > 1 and z > 0. Its first part bounds U for each d > 0; `StrictMonoOn` states the strict increase with d. The proof compares R with 1 for the lower bound, uses the previous theorem for the upper one, and cross-multiplies the two reflection factors for monotonicity.

```lean
/-- For `ε > 1` and `z > 0` the image energy above a film of any thickness `d > 0` on a metal lies
strictly between `-1/(4z)` and `-b/(4z)`, and it strictly increases with `d`. -/
theorem film_image_energy {ε z : ℝ} (hε : 1 < ε) (hz : 0 < z) :
    (∀ d, 0 < d → -(1 / (4 * z)) < imageEnergy ε d z ∧
      imageEnergy ε d z < -(contrast ε / (4 * z))) ∧
    StrictMonoOn (fun d => imageEnergy ε d z) (Ioi 0) := by
  obtain ⟨hb0, hb1⟩ := contrast_bounds hε
  refine ⟨fun d hd => ⟨?_, ?_⟩, ?_⟩
  · -- the film reflects less than a bare metal at every wavenumber
    have k := kernel_integral hz hd 1 0
    have L := integral_strict_lt (integrable_reflection hε hd hz) k.1 fun q hq =>
      mul_lt_mul_of_pos_left
        (by linarith [(reflection_bounds hε hd hq).2.2]) (Real.exp_pos _)
    rw [k.2, zero_div, add_zero] at L
    have e : 1 / (4 * z) = 1 / (2 * z) / 2 := by ring
    unfold imageEnergy
    rw [e]
    linarith
  · have h : 0 < (1 - contrast ε) / (4 * (z + d)) :=
      div_pos (by linarith) (by positivity)
    linarith [(imageEnergy_bounds hε hd hz).2]
  · -- a thicker film reflects less at every wavenumber
    intro d₁ h₁ d₂ h₂ h12
    have L := integral_strict_lt (integrable_reflection hε h₂ hz)
      (integrable_reflection hε h₁ hz) fun q hq => by
        refine mul_lt_mul_of_pos_left ?_ (Real.exp_pos _)
        have ht : exp (-2 * q * d₂) < exp (-2 * q * d₁) :=
          Real.exp_lt_exp.2 (by nlinarith [mul_pos hq (sub_pos.2 h12)])
        have p1 := Real.exp_pos (-2 * q * d₁)
        have p2 := Real.exp_pos (-2 * q * d₂)
        unfold reflection
        rw [div_lt_div_iff₀ (by positivity) (by positivity)]
        have h3 := mul_pos (mul_pos (sub_pos.2 hb1) (by linarith : 0 < 1 + contrast ε))
          (sub_pos.2 ht)
        linarith
    show imageEnergy ε d₁ z < imageEnergy ε d₂ z
    unfold imageEnergy
    linarith
```

Both bounds are sharp. As d falls to 0 from above, written `𝓝[>] 0`, the closer upper bound tends to -1/(4z) and squeezes U against the lower limit. As d grows, the closer lower bound tends to -b/(4z) and squeezes U from the other side.

```lean
/-- For `ε > 1` and `z > 0` the image energy tends to `-1/(4z)` as the film thickness falls to 0,
and to `-b/(4z)` as the thickness grows without bound. -/
theorem imageEnergy_limits {ε z : ℝ} (hε : 1 < ε) (hz : 0 < z) :
    Tendsto (fun d => imageEnergy ε d z) (𝓝[>] 0) (𝓝 (-(1 / (4 * z)))) ∧
    Tendsto (fun d => imageEnergy ε d z) atTop (𝓝 (-(contrast ε / (4 * z)))) := by
  have main := (film_image_energy hε hz).1
  constructor
  · have hc : ContinuousAt
        (fun d : ℝ => -(contrast ε / (4 * z)) - (1 - contrast ε) / (4 * (z + d))) 0 := by
      have hne : 4 * (z + 0) ≠ 0 := by positivity
      exact continuousAt_const.sub (continuousAt_const.div (by fun_prop) hne)
    have ev : -(contrast ε / (4 * z)) - (1 - contrast ε) / (4 * (z + 0)) = -(1 / (4 * z)) := by
      rw [add_zero]
      ring
    have hu : Tendsto
        (fun d : ℝ => -(contrast ε / (4 * z)) - (1 - contrast ε) / (4 * (z + d)))
        (𝓝[>] 0) (𝓝 (-(1 / (4 * z)))) := by
      rw [← ev]
      exact hc.tendsto.mono_left nhdsWithin_le_nhds
    refine tendsto_of_tendsto_of_tendsto_of_le_of_le' tendsto_const_nhds hu ?_ ?_
    · filter_upwards [self_mem_nhdsWithin] with d hd
      exact (main d hd).1.le
    · filter_upwards [self_mem_nhdsWithin] with d hd
      exact (imageEnergy_bounds hε hd hz).2.le
  · have hg : Tendsto (fun d : ℝ => 4 * (z + d)) atTop atTop :=
      (tendsto_atTop_add_const_left atTop z tendsto_id).const_mul_atTop (by norm_num)
    have hl := (tendsto_const_nhds (x := -(contrast ε / (4 * z)))).sub
      (hg.const_div_atTop (1 - contrast ε ^ 2))
    rw [sub_zero] at hl
    refine tendsto_of_tendsto_of_tendsto_of_le_of_le' hl tendsto_const_nhds ?_ ?_
    · filter_upwards [eventually_gt_atTop 0] with d hd
      exact (imageEnergy_bounds hε hd hz).1.le
    · filter_upwards [eventually_gt_atTop 0] with d hd
      exact (main d hd).2.le

end

end OxideFilmImage
```

```lean
#print axioms OxideFilmImage.matching_iff
-- 'OxideFilmImage.matching_iff' depends on axioms: [propext, Classical.choice, Quot.sound]
#print axioms OxideFilmImage.film_image_energy
-- 'OxideFilmImage.film_image_energy' depends on axioms: [propext, Classical.choice, Quot.sound]
#print axioms OxideFilmImage.imageEnergy_limits
-- 'OxideFilmImage.imageEnergy_limits' depends on axioms: [propext, Classical.choice, Quot.sound]
```
